# The mean lowest eigenvalue of a random symmetric matrix is at most that of the mean matrix

In the linear method of variational Monte Carlo, a Hamiltonian matrix is estimated in the space of the current wave function and its parameter derivatives, and its lowest eigenvalue predicts the energy after the next update. Suppose the matrix elements are noisy but correct on average. Is the lowest eigenvalue also correct on average?

For real symmetric estimates in a fixed orthonormal basis, with finitely many outcomes, the average prediction is never above the lowest eigenvalue of the exact matrix, and it equals that value only when all outcomes of positive probability share a lowest eigenvector. The model leaves out the noisy overlap matrix and the nonsymmetric estimators that are common in practice.

```lean
import Mathlib

open Matrix

namespace LinearMethodNoiseBias

noncomputable section

variable {n Ω : Type*} [Fintype n] [DecidableEq n] [Fintype Ω]
```

## Energies and averages

A real number \(E\) is an eigenvalue of \(A\) if \(Av=Ev\) for some \(v\neq0\). In Lean, `A *ᵥ v` is the matrix acting on a vector, and `n` indexes the basis.

```lean
/-- The real eigenvalues of a matrix, each belonging to some nonzero eigenvector. -/
def eigenvalueSet (A : Matrix n n ℝ) : Set ℝ :=
  {E | ∃ v : n → ℝ, v ≠ 0 ∧ A *ᵥ v = E • v}
```

Write \(\lambda(A)\) for the lowest eigenvalue, defined as an infimum.

```lean
/-- The infimum of the real eigenvalues of a matrix. For a real symmetric matrix of nonzero size it
is the lowest eigenvalue. -/
def lowestEigenvalue (A : Matrix n n ℝ) : ℝ := sInf (eigenvalueSet A)
```

Outcome \(\omega\) has weight \(p_\omega\) and yields the matrix \(A_\omega\). The mean matrix \(\bar A=\sum_\omega p_\omega A_\omega\) plays the part of the exact Hamiltonian matrix.

```lean
/-- The sum of the matrices `A ω` with weights `p ω`; it is the mean of the random matrix `A` when
the weights are probabilities. -/
def meanMatrix (p : Ω → ℝ) (A : Ω → Matrix n n ℝ) : Matrix n n ℝ := ∑ ω, p ω • A ω
```

The average prediction is \(\bar\lambda=\sum_\omega p_\omega\lambda(A_\omega)\).

```lean
/-- The sum of the lowest eigenvalues of the matrices `A ω` with weights `p ω`; it is their mean
when the weights are probabilities. -/
def meanLowest (p : Ω → ℝ) (A : Ω → Matrix n n ℝ) : ℝ := ∑ ω, p ω * lowestEigenvalue (A ω)
```

## The lowest eigenvalue is attained

A real symmetric matrix is Hermitian, so the spectral theorem supplies real eigenvalues with nonzero eigenvectors.

```lean
omit [Fintype n] [DecidableEq n] in
private lemma hermitian_of_symm {A : Matrix n n ℝ} (hA : A.IsSymm) : A.IsHermitian :=
  Matrix.IsHermitian.ext fun i j => by simpa using hA.apply i j

private lemma eigenvalues_mem {A : Matrix n n ℝ} (hA : A.IsHermitian) (i : n) :
    hA.eigenvalues i ∈ eigenvalueSet A := by
  refine ⟨(hA.eigenvectorBasis i).ofLp, fun h => ?_, hA.mulVec_eigenvectorBasis i⟩
  apply hA.eigenvectorBasis.orthonormal.ne_zero i
  ext j
  exact congrFun h j
```

If \(Av=Ev\) with \(v\ne0\), then \(E-A\) annihilates \(v\) and has no inverse, so \(E\) lies in the spectrum, which is finite. A nonempty finite set of reals has a least element, and the infimum equals it.

```lean
/-- A real symmetric matrix of nonzero size attains its lowest eigenvalue. -/
theorem lowestEigenvalue_isLeast [Nonempty n] {A : Matrix n n ℝ} (hA : A.IsSymm) :
    IsLeast (eigenvalueSet A) (lowestEigenvalue A) := by
  have hfin : (eigenvalueSet A).Finite := by
    refine (Matrix.finite_real_spectrum (A := A)).subset ?_
    rintro E ⟨v, hv, h⟩
    rw [spectrum.mem_iff]
    rintro ⟨u, hu⟩
    -- an invertible `E - A` could not annihilate `v`
    have h0 : (u : Matrix n n ℝ) *ᵥ v = 0 := by
      rw [hu, Matrix.sub_mulVec, h, Algebra.algebraMap_eq_smul_one, Matrix.smul_mulVec,
        Matrix.one_mulVec, sub_self]
    apply hv
    calc v = ((↑u⁻¹ : Matrix n n ℝ) * (u : Matrix n n ℝ)) *ᵥ v := by
          rw [Units.inv_mul, Matrix.one_mulVec]
      _ = 0 := by rw [← Matrix.mulVec_mulVec, h0, Matrix.mulVec_zero]
  obtain ⟨m, hm, hmin⟩ := Set.exists_min_image _ id hfin
    ⟨_, eigenvalues_mem (hermitian_of_symm hA) (Classical.arbitrary n)⟩
  have hl : IsLeast (eigenvalueSet A) m := ⟨hm, fun x hx => hmin x hx⟩
  rw [lowestEigenvalue, hl.csInf_eq]
  exact hl
```

## The variational principle and its equality case

Let \(B=A-\lambda(A)\,1\). If \(Bv=\mu v\) with \(v\neq0\), then \(\mu+\lambda(A)\) is an eigenvalue of \(A\), so \(\mu\ge0\). A symmetric matrix with nonnegative eigenvalues is positive semidefinite.

```lean
private lemma shifted_posSemidef [Nonempty n] {A : Matrix n n ℝ} (hA : A.IsSymm) :
    (A - lowestEigenvalue A • (1 : Matrix n n ℝ)).PosSemidef := by
  have hB := hermitian_of_symm (hA.sub (Matrix.isSymm_one.smul (lowestEigenvalue A)))
  rw [hB.posSemidef_iff_eigenvalues_nonneg]
  intro i
  obtain ⟨v, hv, h⟩ := eigenvalues_mem hB i
  rw [Matrix.sub_mulVec, Matrix.smul_mulVec, Matrix.one_mulVec] at h
  have hmem : hB.eigenvalues i + lowestEigenvalue A ∈ eigenvalueSet A :=
    ⟨v, hv, by rw [add_smul, ← h, sub_add_cancel]⟩
  have := (lowestEigenvalue_isLeast hA).2 hmem
  show (0 : ℝ) ≤ hB.eigenvalues i
  linarith
```

Expanding \(v\cdot Bv\ge0\) gives \(\lambda(A)\,(v\cdot v)\le v\cdot Av\). For \(v\ne0\), division by \(v\cdot v\) gives the usual bound on the normalised energy.

```lean
/-- Variational principle: for a real symmetric matrix `A` and any vector `v`, normalised or not,
`v ⬝ᵥ A *ᵥ v` is at least the lowest eigenvalue times the squared norm of `v`. -/
theorem variational_principle [Nonempty n] {A : Matrix n n ℝ} (hA : A.IsSymm) (v : n → ℝ) :
    lowestEigenvalue A * (v ⬝ᵥ v) ≤ v ⬝ᵥ A *ᵥ v := by
  have h := (shifted_posSemidef hA).dotProduct_mulVec_nonneg v
  simp only [star_trivial, Matrix.sub_mulVec, Matrix.smul_mulVec, Matrix.one_mulVec,
    dotProduct_sub, dotProduct_smul, smul_eq_mul] at h
  linarith
```

If the bound is reached, then \(v\cdot Bv=0\). Mathlib's `dotProduct_mulVec_zero_iff` turns this one scalar equation into the vector equation \(Bv=0\). The reason is that a positive semidefinite \(B\) can be written as \(C^{T}C\), so \(v\cdot Bv=|Cv|^2\); if this vanishes, so do \(Cv\) and \(Bv\). For an indefinite matrix the step fails: \(\mathrm{diag}(1,-1)\) has zero expectation in \((1,1)\) but does not annihilate it.

```lean
/-- A trial vector that reaches the variational bound of a real symmetric matrix satisfies the
eigenvalue equation for the lowest eigenvalue. -/
theorem eigenvector_of_minimal [Nonempty n] {A : Matrix n n ℝ} (hA : A.IsSymm) {v : n → ℝ}
    (h : v ⬝ᵥ A *ᵥ v = lowestEigenvalue A * (v ⬝ᵥ v)) :
    A *ᵥ v = lowestEigenvalue A • v := by
  have h0 := ((shifted_posSemidef hA).dotProduct_mulVec_zero_iff v).1 (by
    simp only [star_trivial, Matrix.sub_mulVec, Matrix.smul_mulVec, Matrix.one_mulVec,
      dotProduct_sub, dotProduct_smul, smul_eq_mul]
    linarith)
  rw [Matrix.sub_mulVec, Matrix.smul_mulVec, Matrix.one_mulVec] at h0
  exact sub_eq_zero.1 h0
```

## One trial vector for all samples

By linearity, \(\bar A v=\sum_\omega p_\omega A_\omega v\), and a weighted sum of symmetric matrices is symmetric.

```lean
omit [DecidableEq n] in
private lemma mean_mulVec (p : Ω → ℝ) (A : Ω → Matrix n n ℝ) (v : n → ℝ) :
    meanMatrix p A *ᵥ v = ∑ ω, p ω • (A ω *ᵥ v) := by
  ext i
  simp only [meanMatrix, Matrix.mulVec, dotProduct, Matrix.sum_apply, Matrix.smul_apply,
    Finset.sum_apply, Pi.smul_apply, smul_eq_mul, Finset.sum_mul, Finset.mul_sum, mul_assoc]
  exact Finset.sum_comm

omit [Fintype n] [DecidableEq n] in
private lemma mean_symm (p : Ω → ℝ) {A : Ω → Matrix n n ℝ} (hA : ∀ ω, (A ω).IsSymm) :
    (meanMatrix p A).IsSymm := by
  refine Matrix.IsSymm.ext fun i j => ?_
  simp only [meanMatrix, Matrix.sum_apply, Matrix.smul_apply]
  exact Finset.sum_congr rfl fun ω _ => by rw [(hA ω).apply i j]
```

Taking the product with \(v\) and subtracting the sampled lowest eigenvalues gives

\[
\sum_\omega p_\omega\bigl[v\cdot A_\omega v-\lambda(A_\omega)\,v\cdot v\bigr]
= v\cdot\bar A v-\bar\lambda\,v\cdot v .
\]

```lean
omit [DecidableEq n] in
/-- For one vector `v`, normalised or not, take the excess of `v ⬝ᵥ A ω *ᵥ v` over the lowest
eigenvalue of `A ω` times the squared norm of `v`. The weighted sum of these excesses is the same
expression with the mean matrix and the mean lowest eigenvalue. -/
theorem sum_excess (p : Ω → ℝ) (A : Ω → Matrix n n ℝ) (v : n → ℝ) :
    ∑ ω, p ω * (v ⬝ᵥ A ω *ᵥ v - lowestEigenvalue (A ω) * (v ⬝ᵥ v))
      = v ⬝ᵥ meanMatrix p A *ᵥ v - meanLowest p A * (v ⬝ᵥ v) := by
  have hq : v ⬝ᵥ meanMatrix p A *ᵥ v = ∑ ω, p ω * (v ⬝ᵥ A ω *ᵥ v) := by
    rw [mean_mulVec]
    simp only [dotProduct, Finset.sum_apply, Pi.smul_apply, smul_eq_mul, Finset.mul_sum]
    rw [Finset.sum_comm]
    exact Finset.sum_congr rfl fun _ _ => Finset.sum_congr rfl fun _ _ => by ring
  rw [hq, meanLowest, Finset.sum_mul, ← Finset.sum_sub_distrib]
  exact Finset.sum_congr rfl fun _ _ => by ring
```

Now let \(v\) be a lowest eigenvector of \(\bar A\). Each bracket is nonnegative by the variational principle, and the right side is \((\lambda(\bar A)-\bar\lambda)\,v\cdot v\). Since \(v\cdot v>0\), it follows that \(\bar\lambda\le\lambda(\bar A)\). The weights must be nonnegative but need not sum to one.

```lean
/-- Noise bias: for random real symmetric matrices with nonnegative weights, such as
probabilities, the mean lowest eigenvalue is at most the lowest eigenvalue of the mean. -/
theorem meanLowest_le [Nonempty n] {p : Ω → ℝ} (hp : ∀ ω, 0 ≤ p ω)
    {A : Ω → Matrix n n ℝ} (hA : ∀ ω, (A ω).IsSymm) :
    meanLowest p A ≤ lowestEigenvalue (meanMatrix p A) := by
  -- the lowest eigenvector of the mean is a trial vector for every sample
  obtain ⟨v, hv, h⟩ := (lowestEigenvalue_isLeast (mean_symm p hA)).1
  have hpos : 0 < v ⬝ᵥ v := lt_of_le_of_ne
    (Finset.sum_nonneg fun i _ => mul_self_nonneg (v i))
    fun h0 => hv (dotProduct_self_eq_zero.1 h0.symm)
  have hs : 0 ≤ ∑ ω, p ω * (v ⬝ᵥ A ω *ᵥ v - lowestEigenvalue (A ω) * (v ⬝ᵥ v)) :=
    Finset.sum_nonneg fun ω _ =>
      mul_nonneg (hp ω) (sub_nonneg.2 (variational_principle (hA ω) v))
  rw [sum_excess, h, dotProduct_smul, smul_eq_mul] at hs
  exact le_of_mul_le_mul_right (sub_nonneg.1 hs) hpos
```

If \(\bar\lambda=\lambda(\bar A)\), the nonnegative terms sum to zero, so each vanishes, and \(v\) is a lowest eigenvector of every sample with \(p_\omega>0\). Conversely, a common lowest eigenvector satisfies \(\bar A v=\bar\lambda v\). Then \(\lambda(\bar A)\le\bar\lambda\), and the inequality already shown gives equality.

```lean
/-- For real symmetric samples of nonzero size with nonnegative weights, the bias vanishes exactly
when one nonzero vector is a lowest eigenvector of every sample of positive weight. -/
theorem meanLowest_eq_iff [Nonempty n] {p : Ω → ℝ} (hp : ∀ ω, 0 ≤ p ω)
    {A : Ω → Matrix n n ℝ} (hA : ∀ ω, (A ω).IsSymm) :
    meanLowest p A = lowestEigenvalue (meanMatrix p A) ↔
      ∃ v : n → ℝ, v ≠ 0 ∧ ∀ ω, 0 < p ω → A ω *ᵥ v = lowestEigenvalue (A ω) • v := by
  have hl := lowestEigenvalue_isLeast (mean_symm p hA)
  constructor
  · intro heq
    obtain ⟨v, hv, h⟩ := hl.1
    refine ⟨v, hv, fun ω hω => eigenvector_of_minimal (hA ω) ?_⟩
    -- nonnegative excess energies with zero sum all vanish
    have hs := sum_excess p A v
    rw [h, dotProduct_smul, smul_eq_mul, heq, sub_self] at hs
    have hz := (Finset.sum_eq_zero_iff_of_nonneg fun ω _ =>
      mul_nonneg (hp ω) (sub_nonneg.2 (variational_principle (hA ω) v))).1 hs ω
      (Finset.mem_univ ω)
    exact sub_eq_zero.1 ((mul_eq_zero.1 hz).resolve_left hω.ne')
  · rintro ⟨v, hv, h⟩
    refine le_antisymm (meanLowest_le hp hA) (hl.2 ⟨v, hv, ?_⟩)
    rw [mean_mulVec, meanLowest, Finset.sum_smul]
    refine Finset.sum_congr rfl fun ω _ => ?_
    rcases (hp ω).eq_or_lt with h0 | h0
    · rw [← h0, zero_smul, zero_mul, zero_smul]
    · rw [h ω h0, smul_smul]
```

Applying the inequality to \(-A_\omega\) gives a neighbouring result, which is not stated in Lean here: the mean highest eigenvalue is at least the highest eigenvalue of \(\bar A\).

## A converged wave function with a noisy coupling

Take one parameter. The current state has energy \(0\), the derivative direction has energy \(g>0\), and their coupling is \(x\).

```lean
/-- Two-level matrix with diagonal energies `0` and `g` and coupling `x`. -/
def twoLevel (g x : ℝ) : Matrix (Fin 2) (Fin 2) ℝ := !![0, x; x, g]
```

The exact coupling is zero, so the current state is already optimal in this space. Sampling returns \(s\) or \(-s\), each with probability \(1/2\).

```lean
/-- The two-level matrix with sampled coupling `s` or `-s`. -/
def noisyTwoLevel (g s : ℝ) (b : Bool) : Matrix (Fin 2) (Fin 2) ℝ := twoLevel g (cond b s (-s))

/-- Two equally likely outcomes. -/
def fairCoin : Bool → ℝ := fun _ => 1 / 2
```

The matrix sends \((v_0,v_1)\) to \((xv_1,\;xv_0+gv_1)\).

```lean
private lemma twoLevel_mulVec (g x : ℝ) (v : Fin 2 → ℝ) :
    twoLevel g x *ᵥ v = ![x * v 1, x * v 0 + g * v 1] := by
  ext i
  fin_cases i <;> simp [twoLevel, Matrix.mulVec, dotProduct, Fin.sum_univ_two]
```

Put \(r=\sqrt{g^2+4x^2}\). The vector \(((g+r)/2,\,-x)\), whose squared norm is \(r(r+g)/2\), has eigenvalue \((g-r)/2\), because \((g-r)(g+r)/4=-x^2\). Eliminating either component from the eigenvalue equations shows that every eigenvalue obeys \(E^2-gE-x^2=0\). Hence \((2E-g)^2=r^2\), and \(E\ge(g-r)/2\).

```lean
/-- The lowest eigenvalue of the two-level matrix with gap `g > 0` and coupling `x`. -/
theorem lowestEigenvalue_twoLevel {g : ℝ} (hg : 0 < g) (x : ℝ) :
    lowestEigenvalue (twoLevel g x) = (g - √(g ^ 2 + 4 * x ^ 2)) / 2 := by
  have hr : √(g ^ 2 + 4 * x ^ 2) ^ 2 = g ^ 2 + 4 * x ^ 2 := Real.sq_sqrt (by positivity)
  have hr0 := Real.sqrt_nonneg (g ^ 2 + 4 * x ^ 2)
  refine IsLeast.csInf_eq ⟨⟨![(g + √(g ^ 2 + 4 * x ^ 2)) / 2, -x], fun h => ?_, ?_⟩, ?_⟩
  · have h0 : (g + √(g ^ 2 + 4 * x ^ 2)) / 2 = 0 := congrFun h 0
    linarith
  · rw [twoLevel_mulVec]
    ext i
    fin_cases i
    · show x * (-x) = (g - √(g ^ 2 + 4 * x ^ 2)) / 2 * ((g + √(g ^ 2 + 4 * x ^ 2)) / 2)
      linear_combination hr / 4
    · show x * ((g + √(g ^ 2 + 4 * x ^ 2)) / 2) + g * (-x)
        = (g - √(g ^ 2 + 4 * x ^ 2)) / 2 * (-x)
      ring
  · rintro E ⟨v, hv, h⟩
    rw [twoLevel_mulVec] at h
    have h0 : x * v 1 = E * v 0 := congrFun h 0
    have h1 : x * v 0 + g * v 1 = E * v 1 := congrFun h 1
    -- every eigenvalue solves the characteristic equation
    have hc : E ^ 2 - g * E - x ^ 2 = 0 := by
      by_contra hne
      have k0 : (E ^ 2 - g * E - x ^ 2) * v 0 = 0 := by
        linear_combination (g - E) * h0 - x * h1
      have k1 : (E ^ 2 - g * E - x ^ 2) * v 1 = 0 := by
        linear_combination -E * h1 - x * h0
      apply hv
      ext i
      fin_cases i
      · exact (mul_eq_zero.1 k0).resolve_left hne
      · exact (mul_eq_zero.1 k1).resolve_left hne
    have ha : |2 * E - g| ≤ √(g ^ 2 + 4 * x ^ 2) := Real.abs_le_sqrt (by nlinarith [hc])
    linarith [neg_abs_le (2 * E - g)]
```

Both samples have the same lowest eigenvalue, while the mean matrix \(\mathrm{diag}(0,g)\) has lowest eigenvalue \(0\). The bias is therefore

\[
\bar\lambda-\lambda(\bar A)=\frac{g-\sqrt{g^2+4s^2}}{2}.
\]

```lean
/-- For gap `g > 0` and equally likely couplings `s` and `-s`, the mean lowest eigenvalue differs
from that of the mean matrix by exactly `(g - √(g² + 4s²)) / 2`. -/
theorem twoLevel_bias {g : ℝ} (hg : 0 < g) (s : ℝ) :
    meanLowest fairCoin (noisyTwoLevel g s)
      - lowestEigenvalue (meanMatrix fairCoin (noisyTwoLevel g s))
      = (g - √(g ^ 2 + 4 * s ^ 2)) / 2 := by
  have hm : meanMatrix fairCoin (noisyTwoLevel g s) = twoLevel g 0 := by
    ext i j
    fin_cases i <;> fin_cases j <;>
      simp [meanMatrix, fairCoin, noisyTwoLevel, twoLevel]
    ring
  have e1 : noisyTwoLevel g s true = twoLevel g s := rfl
  have e2 : noisyTwoLevel g s false = twoLevel g (-s) := rfl
  have h0 : √(g ^ 2 + 4 * (0 : ℝ) ^ 2) = g := by
    rw [show g ^ 2 + 4 * (0 : ℝ) ^ 2 = g ^ 2 by ring, Real.sqrt_sq hg.le]
  rw [hm, meanLowest, Fintype.sum_bool, e1, e2, lowestEigenvalue_twoLevel hg s,
    lowestEigenvalue_twoLevel hg (-s), lowestEigenvalue_twoLevel hg 0, h0, neg_sq]
  simp only [fairCoin]
  ring
```

For \(s\neq0\) the root exceeds \(g\), so the bias is strictly negative. Since \((g+2s^2/g)^2=g^2+4s^2+4s^4/g^2\), the root is at most \(g+2s^2/g\), and the bias is at least \(-s^2/g\). In this one-parameter model, noise alone predicts an energy gain where none exists, of at most the coupling variance divided by the gap.

```lean
/-- For gap `g > 0` and noise amplitude `s ≠ 0`, the two-level bias is strictly negative, and its
size is at most the noise variance divided by the gap. -/
theorem twoLevel_bias_bounds {g s : ℝ} (hg : 0 < g) (hs : s ≠ 0) :
    -(s ^ 2 / g) ≤ meanLowest fairCoin (noisyTwoLevel g s)
        - lowestEigenvalue (meanMatrix fairCoin (noisyTwoLevel g s)) ∧
      meanLowest fairCoin (noisyTwoLevel g s)
        < lowestEigenvalue (meanMatrix fairCoin (noisyTwoLevel g s)) := by
  have hb := twoLevel_bias hg s
  have hs2 : 0 < s ^ 2 := by positivity
  have hlow : g < √(g ^ 2 + 4 * s ^ 2) := (Real.lt_sqrt hg.le).2 (by linarith)
  have hup : √(g ^ 2 + 4 * s ^ 2) ≤ g + 2 * (s ^ 2 / g) := by
    refine Real.sqrt_le_iff.2 ⟨by positivity, ?_⟩
    have hc : g * (s ^ 2 / g) = s ^ 2 := mul_div_cancel₀ _ hg.ne'
    nlinarith [sq_nonneg (s ^ 2 / g)]
  constructor <;> linarith

end

end LinearMethodNoiseBias
```

```lean
#print axioms LinearMethodNoiseBias.meanLowest_le
#print axioms LinearMethodNoiseBias.meanLowest_eq_iff
#print axioms LinearMethodNoiseBias.twoLevel_bias_bounds
```

```
'LinearMethodNoiseBias.meanLowest_le' depends on axioms: [propext, Classical.choice, Quot.sound]
'LinearMethodNoiseBias.meanLowest_eq_iff' depends on axioms: [propext, Classical.choice, Quot.sound]
'LinearMethodNoiseBias.twoLevel_bias_bounds' depends on axioms: [propext, Classical.choice, Quot.sound]
```
